# A Quadratic Bound on the Error of One Internal-to-Cartesian Step

A geometry optimiser working in bond lengths and angles proposes a change $d$ of those coordinates, but the energy is evaluated at Cartesian positions. The linear conversion of $d$ into a Cartesian displacement in general produces a molecule whose internal coordinates have not changed by exactly $d$. The discrepancy can be found afterwards by recomputing the internal coordinates. For independent internal coordinates whose second derivative is bounded along the step, an estimate shows in advance how large the discrepancy can be, and leads to a condition under which repeating the conversion drives it to zero.

## The claim and its derivation

Let $q$ map Cartesian positions to internal coordinates, and let $B(y)=Dq(y)$ be its derivative, the Wilson B matrix. At the current geometry $x$ write $B=B(x)$, and let $A$ be a linear map with $BA=1$. Suppose that $q$ is twice continuously differentiable at every point of the straight segment from $x$ to $x+Ad$, with second derivative of operator norm at most $K$ there. Then

$$\|q(x+Ad)-q(x)-d\|\le \frac K2\,\|Ad\|^2 .$$

The constant $K$ limits how fast the B matrix changes as the atoms move. It is not a force constant. For a bond length it grows as the bond gets shorter, and for a valence angle it grows without limit as the angle approaches $180^\circ$.

Put $v=Ad$ and let $t$ run from $0$ to $1$. Since the derivative of $B(y)$ is bounded by $K$ on the segment,

$$\|B(x+tv)-B(x)\|\le K\,t\,\|v\| .$$

Define the remainder $R(t)=q(x+tv)-q(x)-t\,Bv$. It starts at $R(0)=0$, and its velocity is $R'(t)=\bigl(B(x+tv)-B(x)\bigr)v$, so $\|R'(t)\|\le K\|v\|^2t$. Integration gives

$$\|R(1)\|\le\int_0^1K\|v\|^2\,t\,dt=\frac K2\|v\|^2 .$$

Finally $Bv=BAd=d$, so $R(1)=q(x+Ad)-q(x)-d$, which is the claim.

## Repeating the step

Let $p$ be the target value of the internal coordinates, and iterate

$$x_{k+1}=x_k+A_k\,(p-q(x_k)),\qquad B(x_k)A_k=1,\qquad \|A_k\|\le M .$$

The constant $M$ limits the Cartesian motion needed per unit of internal change; it becomes large when the internal coordinates are nearly dependent. Let $r_k=\|q(x_k)-p\|$. With $d=p-q(x_k)$, the new residual $q(x_{k+1})-p$ is exactly the step error, so if the curvature bound holds along every step,

$$r_{k+1}\le \frac K2\|A_kd\|^2\le c\,r_k^2,\qquad c=\frac{KM^2}{2}.$$

Set $\theta=c\,r_0$. Then $r_k\le r_0\,\theta^{2^k-1}$. This is an equality at $k=0$, where the exponent vanishes, and the induction step is

$$c\,\bigl(r_0\theta^{2^k-1}\bigr)^2=r_0\,\theta^{\,2(2^k-1)+1}=r_0\,\theta^{\,2^{k+1}-1}.$$

If $\theta<1$, then $2^k-1\ge k$ gives $r_k\le r_0\theta^k\to0$.

## The step in a water molecule

Bent water has nine Cartesian coordinates and three internal ones: two O–H lengths and the angle. One step evaluates the $3\times9$ matrix $B$, forms $A=B^{T}(BB^{T})^{-1}$ and moves the atoms by $Ad$. The lengths and the angle are then recomputed, and what is still missing is converted in the same way, with $B$ evaluated at the new geometry.

Suppose that $d$ opens the angle and leaves both lengths alone. To first order each O–H vector, of length $\ell$, keeps its length, so its change $u$ is perpendicular to it. The new length is $\sqrt{\ell^2+|u|^2}$, too long by about $|u|^2/(2\ell)$ when $u$ is small. If $d$ is small enough, the next step removes most of this second-order stretch. The example is an illustration; the theorems below treat a general $q$.

## Geometries, curvature and the step in Lean

```lean
import Mathlib

open Set Filter Topology

namespace InternalBackTransformation

noncomputable section

variable {E F : Type*} [NormedAddCommGroup E] [NormedSpace ℝ E]
  [NormedAddCommGroup F] [NormedSpace ℝ F]
```

`E` is the space of Cartesian positions and `F` that of internal coordinates; the letters do not stand for energy and force. Both are arbitrary real normed spaces; the case of interest is $\mathbb R^{3N}$ for $N$ atoms and $\mathbb R^m$ for $m$ internal coordinates. The norm on `F` combines lengths and angles, so a choice of units is built into $K$ and $M$.

```lean
/-- On the set `s` of geometries the internal coordinates `q` are twice continuously
differentiable, with second derivative of operator norm at most `K`. -/
def CurvatureBoundOn (q : E → F) (K : ℝ) (s : Set E) : Prop :=
  ∀ y ∈ s, ContDiffAt ℝ 2 q y ∧ ‖fderiv ℝ (fderiv ℝ q) y‖ ≤ K
```

`fderiv ℝ q y` is the B matrix at `y`, and differentiating it again gives the second derivative. The condition is imposed only on a set `s`, which admits bond lengths and angles as long as the path avoids their singular geometries. A torsion angle also needs a branch that does not jump along the path.

```lean
/-- One back-transformation step from the geometry `x` towards the internal coordinates `p`:
the missing internal displacement is turned into a Cartesian one by `A`. -/
def backStep (q : E → F) (A : F →L[ℝ] E) (p : F) (x : E) : E :=
  x + A (p - q x)
```

Here `p` is the target, not a momentum. The type `F →L[ℝ] E` says that `A` is a continuous linear map from internal to Cartesian displacements.

## From the changing B matrix to the step error

```lean
/-- On a convex set of geometries where the second derivative of `q` is bounded by `K`,
the B matrix changes by at most `K` times the Cartesian displacement. -/
theorem bMatrix_lipschitz {q : E → F} {K : ℝ} {s : Set E} (hs : Convex ℝ s)
    (h : CurvatureBoundOn q K s) {x y : E} (hx : x ∈ s) (hy : y ∈ s) :
    ‖fderiv ℝ q y - fderiv ℝ q x‖ ≤ K * ‖y - x‖ :=
  hs.norm_image_sub_le_of_norm_fderiv_le
    (fun z hz => ((h z hz).1.fderiv_right (m := 1)
      one_add_one_eq_two.le).differentiableAt (by norm_num))
    (fun z hz => (h z hz).2) hx hy
```

This is the first estimate of the derivation, obtained from the mean value inequality applied to the B matrix. Convexity of `s` keeps the straight path between the two geometries inside it.

```lean
/-- On a convex set of geometries where the second derivative of `q` is bounded by `K`,
the linearised internal displacement is wrong by at most `K / 2` times the squared length
of the Cartesian displacement `v`. -/
theorem linearisation_error {q : E → F} {K : ℝ} {s : Set E} (hs : Convex ℝ s)
    (h : CurvatureBoundOn q K s) {x v : E} (hx : x ∈ s) (hv : x + v ∈ s) :
    ‖q (x + v) - q x - fderiv ℝ q x v‖ ≤ K / 2 * ‖v‖ ^ 2 := by
  have hmem : ∀ t ∈ Icc (0 : ℝ) 1, x + t • v ∈ s :=
    fun t ht => hs.add_smul_mem hx hv ht
  -- the remainder along the straight path, and its velocity
  have hder : ∀ t ∈ Icc (0 : ℝ) 1,
      HasDerivAt (fun t : ℝ => q (x + t • v) - q x - t • fderiv ℝ q x v)
        (fderiv ℝ q (x + t • v) v - fderiv ℝ q x v) t := by
    intro t ht
    have hline : HasDerivAt (fun t : ℝ => x + t • v) v t :=
      (((hasDerivAt_id' t).smul_const v).const_add x).congr_deriv (one_smul ℝ v)
    have hd : DifferentiableAt ℝ q (x + t • v) :=
      ((h _ (hmem t ht)).1.of_le one_le_two).differentiableAt (by norm_num)
    have hq : HasDerivAt (fun t : ℝ => q (x + t • v)) (fderiv ℝ q (x + t • v) v) t :=
      hd.hasFDerivAt.comp_hasDerivAt t hline
    exact ((hq.sub_const (q x)).fun_sub
      ((hasDerivAt_id' t).smul_const (fderiv ℝ q x v))).congr_deriv (by simp)
  have hB : ∀ t : ℝ, HasDerivAt (fun t : ℝ => K / 2 * ‖v‖ ^ 2 * (t * t))
      (K * ‖v‖ ^ 2 * t) t := fun t =>
    (((hasDerivAt_id' t).fun_mul (hasDerivAt_id' t)).const_mul
      (K / 2 * ‖v‖ ^ 2)).congr_deriv (by ring)
  -- the velocity is controlled by the change of the B matrix
  have hbound : ∀ t ∈ Ico (0 : ℝ) 1,
      ‖fderiv ℝ q (x + t • v) v - fderiv ℝ q x v‖ ≤ K * ‖v‖ ^ 2 * t := by
    intro t ht
    have hL := bMatrix_lipschitz hs h hx (hmem t (Ico_subset_Icc_self ht))
    rw [add_sub_cancel_left, norm_smul, Real.norm_of_nonneg ht.1] at hL
    calc ‖fderiv ℝ q (x + t • v) v - fderiv ℝ q x v‖
        = ‖(fderiv ℝ q (x + t • v) - fderiv ℝ q x) v‖ := by simp
      _ ≤ ‖fderiv ℝ q (x + t • v) - fderiv ℝ q x‖ * ‖v‖ :=
          ContinuousLinearMap.le_opNorm _ _
      _ ≤ K * (t * ‖v‖) * ‖v‖ := by gcongr
      _ = K * ‖v‖ ^ 2 * t := by ring
  have hfin := image_norm_le_of_norm_deriv_right_le_deriv_boundary
    (fun t ht => (hder t ht).continuousAt.continuousWithinAt)
    (fun t ht => (hder t (Ico_subset_Icc_self ht)).hasDerivWithinAt)
    (by simp) hB hbound (right_mem_Icc.2 zero_le_one)
  simpa using hfin
```

The function in `hder` is $R(t)$, together with its velocity. `hbound` is the estimate $\|R'(t)\|\le K\|v\|^2t$, and `hB` identifies the right-hand side as the derivative of $\tfrac K2\|v\|^2t^2$. In place of the integral, the proof uses a comparison principle: a function that starts at zero and moves no faster than this bound stays below it. Evaluation at $t=1$ gives the result.

```lean
/-- If `A` is a right inverse of the B matrix at `x` and the second derivative of `q` is bounded by
`K` along the step, the Cartesian step `A d` realises the internal displacement `d` up to an error
of at most `K / 2` times the squared length of `A d`. -/
theorem step_error {q : E → F} {K : ℝ} {x : E} {A : F →L[ℝ] E} {d : F}
    (h : CurvatureBoundOn q K (segment ℝ x (x + A d)))
    (hA : (fderiv ℝ q x).comp A = ContinuousLinearMap.id ℝ F) :
    ‖q (x + A d) - q x - d‖ ≤ K / 2 * ‖A d‖ ^ 2 := by
  have hBA : fderiv ℝ q x (A d) = d := DFunLike.congr_fun hA d
  have hT := linearisation_error (convex_segment x (x + A d)) h
    (left_mem_segment ℝ _ _) (right_mem_segment ℝ _ _)
  rwa [hBA] at hT
```

The hypothesis `hA` is $BA=1$. Applied to `d`, it replaces $BAd$ by $d$ in the previous bound, with the segment as the convex set. A right inverse exists only if the internal coordinates are independent at `x`, so a redundant set with more coordinates than vibrational degrees of freedom is excluded. When $B$ has full row rank, its pseudoinverse is one admissible `A`.

```lean
/-- If `q` is twice continuously differentiable, with second derivative of norm at most `K` at all
geometries, and `A` is a right inverse of the B matrix at `x`, the step error bound holds for every
displacement `d`. -/
theorem step_error_global {q : E → F} {K : ℝ} (hq : ContDiff ℝ 2 q)
    (hK : ∀ y, ‖fderiv ℝ (fderiv ℝ q) y‖ ≤ K) {x : E} {A : F →L[ℝ] E}
    (hA : (fderiv ℝ q x).comp A = ContinuousLinearMap.id ℝ F) (d : F) :
    ‖q (x + A d) - q x - d‖ ≤ K / 2 * ‖A d‖ ^ 2 :=
  step_error (fun y _ => ⟨hq.contDiffAt, hK y⟩) hA
```

This is the version with the curvature bound at all geometries. It does not apply to a bond length as a function on the whole space, since that function is not differentiable where the two atoms coincide.

For geometry optimisation in independent internal coordinates, these bounds relate the missed part of a requested change to the length of the Cartesian step. To use them for a particular molecule, one must still supply a value of $K$ valid for its coordinates along the path.

## Residuals of the iteration

```lean
/-- With `A` a right inverse of the B matrix at `x`, of norm at most `M`, and the second
derivative bounded by `K` along the step, the new distance to the target `p` is at most
`K M² / 2` times the square of the old one. -/
theorem residual_after_step {q : E → F} {K M : ℝ} {x : E} {A : F →L[ℝ] E} {p : F}
    (h : CurvatureBoundOn q K (segment ℝ x (backStep q A p x)))
    (hA : (fderiv ℝ q x).comp A = ContinuousLinearMap.id ℝ F) (hM : ‖A‖ ≤ M) :
    ‖q (backStep q A p x) - p‖ ≤ K / 2 * M ^ 2 * ‖q x - p‖ ^ 2 := by
  have hK : 0 ≤ K :=
    (norm_nonneg (fderiv ℝ (fderiv ℝ q) x)).trans (h x (left_mem_segment ℝ _ _)).2
  have hs := step_error h hA
  have hAd : ‖A (p - q x)‖ ≤ M * ‖q x - p‖ := by
    rw [norm_sub_rev (q x) p]
    exact A.le_of_opNorm_le hM _
  calc ‖q (backStep q A p x) - p‖
      = ‖q (x + A (p - q x)) - q x - (p - q x)‖ := by
        unfold backStep
        congr 1
        abel
    _ ≤ K / 2 * ‖A (p - q x)‖ ^ 2 := hs
    _ ≤ K / 2 * (M * ‖q x - p‖) ^ 2 := by gcongr
    _ = K / 2 * M ^ 2 * ‖q x - p‖ ^ 2 := by ring
```

The calculation rewrites the new residual as a step error with $d=p-q(x)$, applies `step_error`, and bounds $\|Ad\|$ by $M\|d\|$.

```lean
/-- Let each step use a right inverse, of norm at most `M`, of the current B matrix, with the
second derivative bounded by `K` along all steps. Then the distance to the target after `k`
steps is at most `r θ ^ (2 ^ k - 1)`, with `r` the initial distance and `θ = K M² r / 2`. -/
theorem residual_quadratic {q : E → F} {K M : ℝ} {p : F} {x : ℕ → E} {A : ℕ → F →L[ℝ] E}
    (hx : ∀ k, x (k + 1) = backStep q (A k) p (x k))
    (h : ∀ k, CurvatureBoundOn q K (segment ℝ (x k) (x (k + 1))))
    (hA : ∀ k, (fderiv ℝ q (x k)).comp (A k) = ContinuousLinearMap.id ℝ F)
    (hM : ∀ k, ‖A k‖ ≤ M) (k : ℕ) :
    ‖q (x k) - p‖ ≤
      ‖q (x 0) - p‖ * (K / 2 * M ^ 2 * ‖q (x 0) - p‖) ^ (2 ^ k - 1) := by
  have hK : 0 ≤ K :=
    (norm_nonneg (fderiv ℝ (fderiv ℝ q) (x 0))).trans (h 0 _ (left_mem_segment ℝ _ _)).2
  have key : ∀ (c r : ℝ) (n : ℕ),
      c * (r * (c * r) ^ n) ^ 2 = r * (c * r) ^ (2 * n + 1) := by
    intro c r n
    ring
  induction k with
  | zero => simp
  | succ k ih =>
    have hn : 2 ^ (k + 1) - 1 = 2 * (2 ^ k - 1) + 1 := by
      have h1 : 1 ≤ 2 ^ k := Nat.one_le_two_pow
      rw [pow_succ]
      omega
    have hstep := residual_after_step (hx k ▸ h k) (hA k) (hM k)
    rw [← hx k] at hstep
    rw [hn, ← key]
    exact hstep.trans (by gcongr)
```

Now `x` and `A` are sequences. The hypothesis `hA` requires a right inverse of the current B matrix at every iterate, so a scheme that keeps the first `A` throughout does not in general satisfy it. The curvature bound along all the steps is likewise assumed, not deduced from the starting geometry. In the induction, `key` is the algebraic identity displayed above and `hn` is the matching identity for the exponents.

```lean
/-- Let each step use a right inverse, of norm at most `M`, of the current B matrix, with the second
derivative bounded by `K` along all steps. If `K M² / 2` times the initial distance to the target is
below one, the internal coordinates of the iterates converge to the target. -/
theorem backTransformation_converges {q : E → F} {K M : ℝ} {p : F} {x : ℕ → E}
    {A : ℕ → F →L[ℝ] E} (hx : ∀ k, x (k + 1) = backStep q (A k) p (x k))
    (h : ∀ k, CurvatureBoundOn q K (segment ℝ (x k) (x (k + 1))))
    (hA : ∀ k, (fderiv ℝ q (x k)).comp (A k) = ContinuousLinearMap.id ℝ F)
    (hM : ∀ k, ‖A k‖ ≤ M) (hsmall : K / 2 * M ^ 2 * ‖q (x 0) - p‖ < 1) :
    Tendsto (fun k => q (x k)) atTop (𝓝 p) := by
  have hK : 0 ≤ K :=
    (norm_nonneg (fderiv ℝ (fderiv ℝ q) (x 0))).trans (h 0 _ (left_mem_segment ℝ _ _)).2
  have h0 : 0 ≤ K / 2 * M ^ 2 * ‖q (x 0) - p‖ := by positivity
  have hlim := (tendsto_pow_atTop_nhds_zero_of_lt_one h0 hsmall).const_mul ‖q (x 0) - p‖
  rw [mul_zero] at hlim
  refine tendsto_iff_norm_sub_tendsto_zero.2
    (squeeze_zero (fun _ => norm_nonneg _) (fun k => ?_) hlim)
  have hk : k ≤ 2 ^ k - 1 := Nat.le_sub_one_of_lt Nat.lt_two_pow_self
  exact (residual_quadratic hx h hA hM k).trans
    (mul_le_mul_of_nonneg_left (pow_le_pow_of_le_one h0 hsmall.le hk) (norm_nonneg _))
```

The assumption `hsmall` is $\theta<1$. The proof squeezes the residual between zero and $r_0\theta^k$. The conclusion concerns the internal coordinates $q(x_k)$ and makes no statement about a limit of the Cartesian geometries $x_k$.

## A coordinate that attains the bound

Take $q(y)=\tfrac12\|y\|^2$, where $y$ may be read as the vector between two atoms. Then $B(x)v=\langle x,v\rangle$, and the second derivative is the inner product itself, so $K=1$ suffices. For $x\ne0$ the displacement $Ad=d\,x/\|x\|^2$ satisfies $BAd=d$, and expanding the square gives

$$q(x+Ad)-q(x)-d=\langle x,Ad\rangle+\tfrac12\|Ad\|^2-d=\tfrac12\|Ad\|^2 .$$

The factor $\tfrac12$ in the general bound therefore can't be lowered.

```lean
section Sharpness

variable {V : Type*} [NormedAddCommGroup V] [InnerProductSpace ℝ V]

/-- Half the squared length of a vector, used as an internal coordinate. -/
def halfSq (y : V) : ℝ := 1 / 2 * ‖y‖ ^ 2

/-- The linear map that sends a number `d` to the displacement `d x / ‖x‖²` along the vector `x`,
for `x ≠ 0`. -/
def radialLift (x : V) : ℝ →L[ℝ] V :=
  ContinuousLinearMap.toSpanSingleton ℝ ((‖x‖ ^ 2)⁻¹ • x)
```

`radialLift x` is the map $A$ of this example: it sends the number $d$ to a displacement along `x`.

```lean
/-- For half the squared length of a vector `x ≠ 0`, the second derivative is bounded by one,
the radial displacement is a right inverse of the B matrix, and the step error equals
the bound `K / 2` times the squared step length with `K = 1`, for every `d`. -/
theorem step_error_sharp_witness {x : V} (hx : x ≠ 0) :
    CurvatureBoundOn (halfSq : V → ℝ) 1 univ ∧
    (fderiv ℝ halfSq x).comp (radialLift x) = ContinuousLinearMap.id ℝ ℝ ∧
    ∀ d : ℝ, ‖halfSq (x + radialLift x d) - halfSq x - d‖
      = 1 / 2 * ‖radialLift x d‖ ^ 2 := by
  have hfd : ∀ y : V, HasFDerivAt halfSq (innerSL ℝ y) y := fun y =>
    ((hasStrictFDerivAt_norm_sq y).hasFDerivAt.const_mul (1 / 2 : ℝ)).congr_fderiv
      (by module)
  have hin : ∀ d : ℝ, inner ℝ x (radialLift x d) = d := by
    intro d
    have hn : ‖x‖ ^ 2 ≠ 0 := pow_ne_zero 2 (norm_ne_zero_iff.2 hx)
    rw [radialLift, ContinuousLinearMap.toSpanSingleton_apply, inner_smul_right,
      inner_smul_right, real_inner_self_eq_norm_sq, inv_mul_cancel₀ hn, mul_one]
  refine ⟨fun y _ => ⟨?_, ?_⟩, ?_, fun d => ?_⟩
  · exact (contDiff_const.mul (contDiff_norm_sq ℝ)).contDiffAt
  · -- the B matrix `y ↦ ⟨y, ·⟩` is 1-Lipschitz
    have hL : LipschitzWith 1 (fderiv ℝ (halfSq : V → ℝ)) := by
      refine LipschitzWith.of_dist_le_mul fun a b => ?_
      rw [(hfd a).fderiv, (hfd b).fderiv, dist_eq_norm, dist_eq_norm, ← map_sub,
        innerSL_apply_norm, NNReal.coe_one, one_mul]
    simpa using norm_fderiv_le_of_lipschitz ℝ hL (x₀ := y)
  · refine ContinuousLinearMap.ext fun d => ?_
    rw [ContinuousLinearMap.comp_apply, (hfd x).fderiv]
    exact hin d
  · have he : halfSq (x + radialLift x d) - halfSq x - d
        = 1 / 2 * ‖radialLift x d‖ ^ 2 := by
      unfold halfSq
      rw [norm_add_sq_real, hin]
      ring
    rw [he, Real.norm_of_nonneg (by positivity)]

end Sharpness

end

end InternalBackTransformation
```

The three parts of the statement are the curvature bound on the whole space, the relation $BA=1$, and equality for every `d`. For the first, the proof shows that $y\mapsto\langle y,\cdot\rangle$ changes by exactly the norm of the displacement, which bounds its derivative by one. The auxiliary fact `hin` is $\langle x,Ad\rangle=d$; it gives the second part and, with the expansion of the square, the third.

```lean
#print axioms InternalBackTransformation.step_error
#print axioms InternalBackTransformation.step_error_global
#print axioms InternalBackTransformation.backTransformation_converges
```

```
'InternalBackTransformation.step_error' depends on axioms: [propext, Classical.choice, Quot.sound]
'InternalBackTransformation.step_error_global' depends on axioms: [propext, Classical.choice, Quot.sound]
'InternalBackTransformation.backTransformation_converges' depends on axioms: [propext, Classical.choice, Quot.sound]
```
